# The first derivative of a Hubbard-corrected energy needs no density-matrix response when the idempotent density matrix commutes with the effective Hamiltonian

Q: If I move an atom, the density matrix changes too. If I leave that change out where it matters, my force is not the slope of my energy, and the total energy in molecular dynamics can drift. If I compute it directly, I have to find the density response for every coordinate. With a Hubbard term whose projectors also move, why may I leave it out?

A: Because its contribution to the first derivative of the energy is zero under two conditions: the density matrix stays idempotent, and it commutes with the effective Hamiltonian $F$ defined below. Let $R$ be the coordinate, $H$ the one-electron Hamiltonian, $\rho$ the density matrix, and let the columns of $B$ be the localized orbitals. With the occupation matrix $n=B^\dagger\rho B$ and interaction strength $U$, the energy is
$$E=\mathrm{tr}(H\rho)+\tfrac U2\,\mathrm{tr}(n-n^2).$$
Put $V=U(\tfrac12-n)$ and $F=H+BVB^\dagger$. Primes denote $d/dR$. Since $\mathrm{tr}(n'n)=\mathrm{tr}(nn')$, the Hubbard term has derivative $\frac U2\mathrm{tr}(n'-n'n-nn')=\mathrm{tr}(Vn')$, where
$$n'=B'^\dagger\rho B+B^\dagger\rho'B+B^\dagger\rho B'.$$
Cyclicity gives $\mathrm{tr}(VB^\dagger\rho'B)=\mathrm{tr}(\rho'BVB^\dagger)$, so
$$E'=\mathrm{tr}(H'\rho)+\mathrm{tr}\big(V(B'^\dagger\rho B+B^\dagger\rho B')\big)+\mathrm{tr}(\rho'F).$$

Q: And the last term?

A: Differentiate $\rho^2=\rho$ to get $\rho'\rho+\rho\rho'=\rho'$. Multiplying by $\rho$ on both sides gives $2\rho\rho'\rho=\rho\rho'\rho$, hence $\rho\rho'\rho=0$. If $\rho F=F\rho$, then $\rho F=\rho F\rho$, and
$$\mathrm{tr}(\rho'\rho F)=\mathrm{tr}(\rho'\rho F\rho)=\mathrm{tr}(\rho\rho'\rho F)=0.$$
Also $\mathrm{tr}(\rho\rho'F)=\mathrm{tr}(\rho'F\rho)=\mathrm{tr}(\rho'\rho F)=0$. The sum of the two is $\mathrm{tr}(\rho'F)=0$.

Q: I usually start from $\mathrm{tr}(F\rho)$, the sum of occupied eigenvalues. Is that the same?

A: No. $E=\mathrm{tr}(F\rho)+\frac U2\mathrm{tr}(n^2)$, so differentiating the eigenvalue sum alone leaves a spurious $\mathrm{tr}(V'n)=-U\,\mathrm{tr}(n'n)$.

Q: Now the formal version. What are the objects?

A: The finite index type `m` labels an orthonormal basis and `k` the localized orbitals, which need not be orthonormal.

In Lean 4 with Mathlib:

```lean
import Mathlib

open Matrix
open scoped ComplexOrder

namespace HubbardForce

noncomputable section

variable {m k : Type*} [Fintype m] [DecidableEq m] [Fintype k] [DecidableEq k]
```

Derivatives are taken entry by entry, at one point `R0`.

```lean
/-- The matrix `A R` has derivative `A'` with respect to the real coordinate `R` at `R0`,
entry by entry. -/
def HasMatDerivAt {a b : Type*} (A : ℝ → Matrix a b ℂ) (A' : Matrix a b ℂ) (R0 : ℝ) : Prop :=
  ∀ i j, HasDerivAt (fun R => A R i j) (A' i j) R0
```

The next definitions are $n$, $V$, $F$ and $E$. The real number `U` stands for the effective on-site interaction. For orthonormal orbitals and $U>0$, the correction penalises fractional eigenvalues of $n$.

```lean
/-- The occupation matrix `n = Bᴴ ρ B` of the localized orbitals. -/
def occupation (B : Matrix m k ℂ) (ρ : Matrix m m ℂ) : Matrix k k ℂ := Bᴴ * ρ * B

/-- The Hubbard potential `V = U (1/2 - n)`. -/
def hubbardPotential (U : ℝ) (n : Matrix k k ℂ) : Matrix k k ℂ :=
  (U : ℂ) • ((1 / 2 : ℂ) • (1 : Matrix k k ℂ) - n)

/-- The effective Hamiltonian `H + B V Bᴴ`. -/
def effectiveHamiltonian (U : ℝ) (H : Matrix m m ℂ) (B : Matrix m k ℂ) (ρ : Matrix m m ℂ) :
    Matrix m m ℂ :=
  H + B * hubbardPotential U (occupation B ρ) * Bᴴ

/-- The Hubbard-corrected energy `tr(H ρ) + (U/2) tr(n - n²)`. -/
def energy (U : ℝ) (H : Matrix m m ℂ) (B : Matrix m k ℂ) (ρ : Matrix m m ℂ) : ℂ :=
  trace (H * ρ) +
    (U : ℂ) / 2 * trace (occupation B ρ - occupation B ρ * occupation B ρ)
```

Q: Which physical assumptions enter `hubbard_force`, and what is missing?

A: `hH`, `hB` and `hρ` assume that the three matrices are differentiable at `R0`. `hid` says that $\rho$ is idempotent at every $R$, which means integer occupations and excludes smearing. `hc` is self-consistency at `R0`: $\rho$ commutes with the $F$ built from it. It does not require the lowest states to be filled. The conclusion gives $E'$; the force is $-E'$.

`U` is constant, there is one spin channel and one Hubbard site, and `H` does not depend on $\rho$, so Hartree and exchange-correlation terms are absent. The repulsion between the nuclei is left out too; it adds its own term to the force on an atom, and that term does not involve $\rho$. A non-orthogonal basis would bring in overlap matrices. Within this finite model, the result supports computing DFT+U-type forces without density response, provided the projector derivatives are kept.

Q: What if I stop the self-consistency cycle early?

A: Then `hc` can fail, and the response term need not vanish. The simplest example of failed commutation has no cycle at all, because $F=H$ does not depend on $\rho$. Take $U=0$, constant $B$, constant $H=\begin{pmatrix}0&1\\1&0\end{pmatrix}$, and let $\rho$ project on $(\cos R,\sin R)$. Then $E=\sin 2R$ has slope 2 at $R=0$, while the formula without $\rho'$ gives 0.

Q: How does the proof begin?

A: With the product, adjoint and trace rules, each reduced to ordinary derivatives of entries.

```lean
/-- The product rule for matrices that depend on a coordinate. -/
theorem HasMatDerivAt.mul {a b c : Type*} [Fintype b] {A : ℝ → Matrix a b ℂ}
    {C : ℝ → Matrix b c ℂ} {A' : Matrix a b ℂ} {C' : Matrix b c ℂ} {R0 : ℝ}
    (hA : HasMatDerivAt A A' R0) (hC : HasMatDerivAt C C' R0) :
    HasMatDerivAt (fun R => A R * C R) (A' * C R0 + A R0 * C') R0 := by
  intro i j
  simp only [Matrix.mul_apply, Matrix.add_apply, ← Finset.sum_add_distrib]
  exact HasDerivAt.fun_sum fun l _ => (hA i l).fun_mul (hC l j)

/-- The derivative of the adjoint is the adjoint of the derivative. -/
theorem HasMatDerivAt.adjoint {a b : Type*} {A : ℝ → Matrix a b ℂ} {A' : Matrix a b ℂ}
    {R0 : ℝ} (hA : HasMatDerivAt A A' R0) : HasMatDerivAt (fun R => (A R)ᴴ) A'ᴴ R0 :=
  fun i j => (hA j i).star

/-- The derivative of the trace is the trace of the derivative. -/
theorem HasMatDerivAt.trace {a : Type*} [Fintype a] {A : ℝ → Matrix a a ℂ}
    {A' : Matrix a a ℂ} {R0 : ℝ} (hA : HasMatDerivAt A A' R0) :
    HasDerivAt (fun R => Matrix.trace (A R)) (Matrix.trace A') R0 := by
  simp only [Matrix.trace, Matrix.diag_apply]
  exact HasDerivAt.fun_sum fun i _ => hA i i
```

Q: `energy` is complex-valued. Is that a problem?

A: Not for Hermitian `H` and `ρ`: both traces then equal their own conjugates, so the energy is real. The force formula itself does not need Hermiticity.

```lean
omit [DecidableEq m] [DecidableEq k] in
/-- For Hermitian `H` and `ρ` the Hubbard-corrected energy is real. -/
theorem energy_im (U : ℝ) {H ρ : Matrix m m ℂ} (B : Matrix m k ℂ)
    (hH : H.IsHermitian) (hρ : ρ.IsHermitian) : (energy U H B ρ).im = 0 := by
  have h1 : star (trace (H * ρ)) = trace (H * ρ) := by
    rw [← trace_conjTranspose, conjTranspose_mul, hH.eq, hρ.eq, trace_mul_comm]
  have hn : (occupation B ρ)ᴴ = occupation B ρ := by
    simp only [occupation, conjTranspose_mul, conjTranspose_conjTranspose, hρ.eq,
      Matrix.mul_assoc]
  have h2 : star (trace (occupation B ρ - occupation B ρ * occupation B ρ)) =
      trace (occupation B ρ - occupation B ρ * occupation B ρ) := by
    rw [← trace_conjTranspose, conjTranspose_sub, conjTranspose_mul, hn]
  have h3 : star ((U : ℂ) / 2) = (U : ℂ) / 2 := by simp
  apply Complex.conj_eq_iff_im.1
  change star (energy U H B ρ) = energy U H B ρ
  rw [energy, star_add, star_mul', h1, h2, h3]
```

Next comes the full derivative. In it, `hub` is the identity that produces $\mathrm{tr}(Vn')$, and `cyc` moves the projectors from $\rho'$ to $V$. The final `linear_combination` collects the terms.

```lean
omit [DecidableEq m] in
/-- The full energy derivative: the response `ρ'` of the density matrix enters only through
its trace against the effective Hamiltonian. -/
theorem energy_hasDerivAt (U : ℝ) {H ρ : ℝ → Matrix m m ℂ} {B : ℝ → Matrix m k ℂ}
    {H' ρ' : Matrix m m ℂ} {B' : Matrix m k ℂ} {R0 : ℝ} (hH : HasMatDerivAt H H' R0)
    (hB : HasMatDerivAt B B' R0) (hρ : HasMatDerivAt ρ ρ' R0) :
    HasDerivAt (fun R => energy U (H R) (B R) (ρ R))
      (trace (H' * ρ R0) + trace (hubbardPotential U (occupation (B R0) (ρ R0)) *
        (B'ᴴ * ρ R0 * B R0 + (B R0)ᴴ * ρ R0 * B')) +
        trace (ρ' * effectiveHamiltonian U (H R0) (B R0) (ρ R0))) R0 := by
  have hn := (hB.adjoint.mul hρ).mul hB
  have hE := (hH.mul hρ).trace.fun_add
    ((hn.trace.fun_sub (hn.mul hn).trace).const_mul ((U : ℂ) / 2))
  -- the Hubbard potential is the derivative of the correction with respect to `n`
  have hub : ∀ n n' : Matrix k k ℂ, (U : ℂ) / 2 * (trace n' - trace (n' * n + n * n')) =
      trace (hubbardPotential U n * n') := by
    intro n n'
    have h := trace_mul_comm n' n
    simp only [hubbardPotential, Matrix.smul_mul, Matrix.sub_mul, Matrix.one_mul, trace_smul,
      trace_sub, trace_add, smul_eq_mul]
    linear_combination (-(U : ℂ) / 2) * h
  -- cyclicity moves the projectors from `ρ'` to the potential
  have cyc : ∀ V : Matrix k k ℂ, trace (V * ((B R0)ᴴ * ρ' * B R0)) =
      trace (ρ' * (B R0 * V * (B R0)ᴴ)) := by
    intro V
    calc trace (V * ((B R0)ᴴ * ρ' * B R0))
        = trace ((V * (B R0)ᴴ * ρ') * B R0) := by simp only [Matrix.mul_assoc]
      _ = trace (B R0 * (V * (B R0)ᴴ * ρ')) := trace_mul_comm _ _
      _ = trace ((B R0 * V * (B R0)ᴴ) * ρ') := by simp only [Matrix.mul_assoc]
      _ = trace (ρ' * (B R0 * V * (B R0)ᴴ)) := trace_mul_comm _ _
  simp only [energy, trace_sub, occupation]
  refine hE.congr_deriv ?_
  rw [hub]
  simp only [effectiveHamiltonian, occupation, Matrix.mul_add, Matrix.add_mul, trace_add]
  linear_combination cyc (hubbardPotential U ((B R0)ᴴ * ρ R0 * B R0)) +
    trace_mul_comm (H R0) ρ'
```

The vanishing of the response follows the argument above: `h0` is $\rho X\rho=0$ for a variation $X$, and `h1` and `h2` are the two zero traces.

```lean
/-- A variation `X` that keeps `ρ` idempotent to first order has zero trace against every `F`
that commutes with the idempotent `ρ`. -/
theorem response_vanishes {ρ X F : Matrix m m ℂ} (hid : ρ * ρ = ρ)
    (hX : X * ρ + ρ * X = X) (hc : ρ * F = F * ρ) : trace (X * F) = 0 := by
  -- the variation has no block inside the occupied space
  have h0 : ρ * X * ρ = 0 := by
    linear_combination (norm := noncomm_ring) ρ * hX * ρ - ρ * X * hid - hid * X * ρ
  have e : X * ρ * F = X * ρ * F * ρ := by
    linear_combination (norm := noncomm_ring) X * ρ * hc - X * hid * F
  have h1 : trace (X * ρ * F) = 0 := by
    rw [e, trace_mul_comm, show ρ * (X * ρ * F) = ρ * X * ρ * F by simp only [mul_assoc],
      h0, zero_mul, trace_zero]
  have h2 : trace (ρ * X * F) = 0 := by
    rw [mul_assoc, trace_mul_comm, mul_assoc, ← hc, ← mul_assoc, h1]
  calc trace (X * F) = trace ((X * ρ + ρ * X) * F) := by rw [hX]
    _ = 0 := by rw [add_mul, trace_add, h1, h2, add_zero]
```

The force theorem joins these. `htan` differentiates idempotency, using uniqueness of derivatives, and the response term drops out.

```lean
/-- Hubbard force theorem: if `H`, `B` and `ρ` are differentiable at `R0`, and `ρ` stays idempotent
and commutes at `R0` with the effective Hamiltonian, then the energy derivative at `R0` is given by
a formula with the derivatives of `H` and `B` but not of `ρ`. -/
theorem hubbard_force (U : ℝ) {H ρ : ℝ → Matrix m m ℂ} {B : ℝ → Matrix m k ℂ}
    {H' ρ' : Matrix m m ℂ} {B' : Matrix m k ℂ} {R0 : ℝ} (hH : HasMatDerivAt H H' R0)
    (hB : HasMatDerivAt B B' R0) (hρ : HasMatDerivAt ρ ρ' R0) (hid : ∀ R, ρ R * ρ R = ρ R)
    (hc : ρ R0 * effectiveHamiltonian U (H R0) (B R0) (ρ R0) =
      effectiveHamiltonian U (H R0) (B R0) (ρ R0) * ρ R0) :
    HasDerivAt (fun R => energy U (H R) (B R) (ρ R))
      (trace (H' * ρ R0) + trace (hubbardPotential U (occupation (B R0) (ρ R0)) *
        (B'ᴴ * ρ R0 * B R0 + (B R0)ᴴ * ρ R0 * B'))) R0 := by
  -- differentiate the idempotency condition
  have htan : ρ' * ρ R0 + ρ R0 * ρ' = ρ' := by
    have h := hρ.mul hρ
    simp only [hid] at h
    ext i j
    exact (h i j).unique (hρ i j)
  have h := energy_hasDerivAt U hH hB hρ
  rwa [response_vanishes (hid R0) htan hc, add_zero] at h
```

Q: Is commutation merely convenient, or does the cancellation demand it?

A: For Hermitian idempotent $\rho$ and Hermitian $F$, the response term vanishes for every Hermitian variation $X$ with $X\rho+\rho X=X$ exactly when $\rho F=F\rho$. Along one particular path it may still vanish by accident. For the converse, test with $X=\rho F+F\rho-2\rho F\rho$. It is Hermitian, and $X\rho=F\rho-\rho F\rho$ and $\rho X=\rho F-\rho F\rho$ add up to $X$. With $C=\rho F-F\rho$,
$$\mathrm{tr}(XF)=2\,\mathrm{tr}(\rho F^2)-2\,\mathrm{tr}(\rho F\rho F)=\mathrm{tr}(C^\dagger C).$$
If this is zero, so is $C$. In the code, `e` rearranges the products and `hC` is the zero norm.

```lean
/-- For Hermitian idempotent `ρ` and Hermitian `F`, the response term vanishes for all Hermitian
variations that keep `ρ` idempotent to first order if and only if `ρ` commutes with `F`. -/
theorem response_vanishes_iff {ρ F : Matrix m m ℂ} (hρ : ρ.IsHermitian)
    (hF : F.IsHermitian) (hid : ρ * ρ = ρ) :
    (∀ X : Matrix m m ℂ, X.IsHermitian → X * ρ + ρ * X = X → trace (X * F) = 0) ↔
      ρ * F = F * ρ := by
  refine ⟨fun h => ?_, fun hc X _ hX => response_vanishes hid hX hc⟩
  -- test with the double commutator of `ρ` with `F`
  have hX := h (ρ * F + F * ρ - (ρ * F * ρ + ρ * F * ρ))
    (by
      unfold Matrix.IsHermitian
      simp only [conjTranspose_sub, conjTranspose_add, conjTranspose_mul, hρ.eq, hF.eq,
        mul_assoc]
      abel)
    (by
      linear_combination (norm := noncomm_ring) F * hid + hid * F - ρ * F * hid
        - ρ * F * hid - hid * F * ρ - hid * F * ρ)
  have e : (F * ρ - ρ * F) * (ρ * F - F * ρ) =
      (ρ * F + F * ρ - (ρ * F * ρ + ρ * F * ρ)) * F +
        (ρ * F * F * ρ - ρ * (ρ * F * F)) + (ρ * F * ρ * F - F * (ρ * F * ρ)) := by
    linear_combination (norm := noncomm_ring) F * hid * F + hid * F * F
  have hC : trace ((ρ * F - F * ρ)ᴴ * (ρ * F - F * ρ)) = 0 := by
    rw [conjTranspose_sub, conjTranspose_mul, conjTranspose_mul, hρ.eq, hF.eq, e, trace_add,
      trace_add, hX, trace_sub, trace_sub, trace_mul_comm (ρ * F * F) ρ,
      trace_mul_comm (ρ * F * ρ) F]
    simp
  exact sub_eq_zero.1 (Matrix.trace_conjTranspose_mul_self_eq_zero_iff.1 hC)
```

Q: Can all the assumptions be met while everything moves?

A: Yes, in a two-level model.

```lean
/-- A two-level Hamiltonian with coupling `R`. -/
def modelH (R : ℝ) : Matrix (Fin 2) (Fin 2) ℂ := !![-1, (R : ℂ); (R : ℂ), 1]

/-- One localized orbital that acquires a component `R` on the second level. -/
def modelB (R : ℝ) : Matrix (Fin 2) (Fin 1) ℂ := !![1; (R : ℂ)]
```

The normalised orbital would be $(1,R)/\sqrt{1+R^2}$, which has the same value and first derivative at $R=0$.

```lean
/-- The projector on the real two-level state at angle `R`. -/
def modelRho (R : ℝ) : Matrix (Fin 2) (Fin 2) ℂ :=
  !![Complex.cos R ^ 2, Complex.cos R * Complex.sin R;
    Complex.cos R * Complex.sin R, Complex.sin R ^ 2]
```

At $R=0$, $\rho=\mathrm{diag}(1,0)$ and $F=\mathrm{diag}(-1-U/2,\,1)$ commute for every $U$, although $H'$, $B'$ and $\rho'$ are all nonzero. The proof differentiates the entries, gets idempotency from $\sin^2R+\cos^2R=1$, and compares the two products entry by entry. At nearby $R\neq0$ this $\rho$ no longer commutes with its $F$; `hc` asks for that only at $R=0$. By symmetry $E'$ itself is zero at this point, so the example tests the hypotheses and not the size of a force.

```lean
/-- The two-level model meets all hypotheses of the force theorem at `R = 0` for every `U`,
with nonzero derivatives of `H`, `B` and `ρ`. -/
theorem hubbard_force_witness (U : ℝ) :
    HasMatDerivAt modelH !![0, 1; 1, 0] 0 ∧ HasMatDerivAt modelB !![0; 1] 0 ∧
    HasMatDerivAt modelRho !![0, 1; 1, 0] 0 ∧ (∀ R, modelRho R * modelRho R = modelRho R) ∧
    modelRho 0 * effectiveHamiltonian U (modelH 0) (modelB 0) (modelRho 0) =
      effectiveHamiltonian U (modelH 0) (modelB 0) (modelRho 0) * modelRho 0 := by
  have hx : HasDerivAt (fun R : ℝ => (R : ℂ)) 1 0 :=
    (hasDerivAt_id ((0 : ℝ) : ℂ)).comp_ofReal
  have hc : HasDerivAt (fun R : ℝ => Complex.cos R) 0 0 :=
    (Complex.hasDerivAt_cos ((0 : ℝ) : ℂ)).comp_ofReal.congr_deriv (by simp)
  have hs : HasDerivAt (fun R : ℝ => Complex.sin R) 1 0 :=
    (Complex.hasDerivAt_sin ((0 : ℝ) : ℂ)).comp_ofReal.congr_deriv (by simp)
  have hcc : HasDerivAt (fun R : ℝ => Complex.cos R ^ 2) 0 0 :=
    (hc.fun_pow 2).congr_deriv (by simp)
  have hcs : HasDerivAt (fun R : ℝ => Complex.cos R * Complex.sin R) 1 0 :=
    (hc.fun_mul hs).congr_deriv (by simp)
  have hss : HasDerivAt (fun R : ℝ => Complex.sin R ^ 2) 0 0 :=
    (hs.fun_pow 2).congr_deriv (by simp)
  refine ⟨?_, ?_, ?_, ?_, ?_⟩
  · intro i j
    fin_cases i <;> fin_cases j
    exacts [hasDerivAt_const _ _, hx, hx, hasDerivAt_const _ _]
  · intro i j
    fin_cases i <;> fin_cases j
    exacts [hasDerivAt_const _ _, hx]
  · intro i j
    fin_cases i <;> fin_cases j
    exacts [hcc, hcs, hcs, hss]
  · intro R
    have h := Complex.sin_sq_add_cos_sq (R : ℂ)
    rw [modelRho, Matrix.mul_fin_two]
    congr 1
    ext i j
    fin_cases i <;> fin_cases j
    · change Complex.cos R ^ 2 * Complex.cos R ^ 2 + Complex.cos R * Complex.sin R *
        (Complex.cos R * Complex.sin R) = Complex.cos R ^ 2
      linear_combination Complex.cos R ^ 2 * h
    · change Complex.cos R ^ 2 * (Complex.cos R * Complex.sin R) + Complex.cos R *
        Complex.sin R * Complex.sin R ^ 2 = Complex.cos R * Complex.sin R
      linear_combination Complex.cos R * Complex.sin R * h
    · change Complex.cos R * Complex.sin R * Complex.cos R ^ 2 + Complex.sin R ^ 2 *
        (Complex.cos R * Complex.sin R) = Complex.cos R * Complex.sin R
      linear_combination Complex.cos R * Complex.sin R * h
    · change Complex.cos R * Complex.sin R * (Complex.cos R * Complex.sin R) +
        Complex.sin R ^ 2 * Complex.sin R ^ 2 = Complex.sin R ^ 2
      linear_combination Complex.sin R ^ 2 * h
  · have b0 : modelB 0 0 0 = 1 := by simp [modelB]
    have b1 : modelB 0 1 0 = 0 := by simp [modelB]
    -- at `R = 0` the Hubbard term acts on the first level only
    have hV : ∀ V : Matrix (Fin 1) (Fin 1) ℂ,
        modelB 0 * V * (modelB 0)ᴴ = !![V 0 0, 0; 0, 0] := by
      intro V
      ext i j
      fin_cases i <;> fin_cases j <;>
        simp [Matrix.mul_apply, Matrix.conjTranspose_apply, b0, b1]
    rw [effectiveHamiltonian, hV]
    ext i j
    fin_cases i <;> fin_cases j <;>
      simp [modelRho, modelH, Matrix.mul_apply, Fin.sum_univ_succ]

end

end HubbardForce
```

```lean
#print axioms HubbardForce.energy_im
-- 'HubbardForce.energy_im' depends on axioms: [propext, Classical.choice, Quot.sound]
#print axioms HubbardForce.hubbard_force
-- 'HubbardForce.hubbard_force' depends on axioms: [propext, Classical.choice, Quot.sound]
#print axioms HubbardForce.response_vanishes_iff
-- 'HubbardForce.response_vanishes_iff' depends on axioms: [propext, Classical.choice, Quot.sound]
```
